# A smooth two-level Hamiltonian with no continuous ground vector through its degeneracy

When a ground state is followed along a parameter scan, the phase of each computed vector is often aligned with that of its neighbour before the vectors are interpolated or differentiated. Treating the aligned vectors as samples of a continuous curve presupposes that a continuous choice of ground vectors exists. For the two-level, one-parameter family below, no such choice exists across $s=0$, although every matrix element is smooth.

```lean
import Mathlib

open Filter
open scoped Matrix Topology Polynomial
open Polynomial (X C derivative)
open Complex (normSq)

namespace DiscontinuousGroundStates

noncomputable section
```

## Levels that close while their axes rotate

Let $s$ be a dimensionless control parameter, and set $H(0)=0$ and, for $s\neq0$,
$$H(s)=e^{-1/s^2}\begin{pmatrix}\cos(2/s)&\sin(2/s)\\ \sin(2/s)&-\cos(2/s)\end{pmatrix}.$$
The levels are $\pm e^{-1/s^2}$ in some energy unit. The postulated amplitude stands for a splitting that closes faster than any power of $s$, while the eigenvectors rotate ever faster.

```lean
/-- The Hamiltonian `H(s)`: a rotating traceless matrix with amplitude `exp(-1/s²)` for
`s ≠ 0`, and the zero matrix at `s = 0`. -/
def hamiltonian (s : ℝ) : Matrix (Fin 2) (Fin 2) ℝ :=
  if s = 0 then 0 else
    Real.exp (-1 / s ^ 2) •
      !![Real.cos (2 / s), Real.sin (2 / s); Real.sin (2 / s), -Real.cos (2 / s)]
```

States are complex vectors $v=(v_0,v_1)$, indexed by `Fin 2`. The energy is $\langle v,Av\rangle$; taking its real part loses nothing for the real symmetric matrices used here.

```lean
/-- The real part of `⟨v, A v⟩` for a real matrix `A` and a complex vector `v`. For symmetric `A`
and a unit vector `v` this is the energy expectation value. -/
def energy (A : Matrix (Fin 2) (Fin 2) ℝ) (v : Fin 2 → ℂ) : ℝ :=
  (star v ⬝ᵥ (A.map Complex.ofReal *ᵥ v)).re
```

A ground vector is defined by the Rayleigh-Ritz principle: $|v_0|^2+|v_1|^2=1$, and no unit vector has lower energy. `normSq z` is $|z|^2$. The normalisation is written out because Lean's default norm on `Fin 2 → ℂ` is the maximum norm.

```lean
/-- A ground vector is a unit vector whose energy is minimal among all unit vectors. -/
def IsGroundVector (A : Matrix (Fin 2) (Fin 2) ℝ) (v : Fin 2 → ℂ) : Prop :=
  normSq (v 0) + normSq (v 1) = 1 ∧
    ∀ w : Fin 2 → ℂ, normSq (w 0) + normSq (w 1) = 1 → energy A v ≤ energy A w
```

With $u=1/s$, the upper level lies along $(\cos u,\sin u)$, and the lower one along the perpendicular vector $g(s)=(-\sin u,\cos u)$.

```lean
/-- The rotating vector `(-sin(1/s), cos(1/s))`, meant for `s ≠ 0`. -/
def groundVector (s : ℝ) : Fin 2 → ℂ :=
  ![-(Real.sin (1 / s) : ℂ), (Real.cos (1 / s) : ℂ)]
```

## Smoothness at the degeneracy

For real polynomials $p,q$ define
$$f_{p,q}(s)=e^{-u^2}\bigl(p(u)\cos 2u+q(u)\sin 2u\bigr),\qquad f_{p,q}(0)=0.$$
The matrix elements are $H_{00}=f_{1,0}$, $H_{01}=H_{10}=f_{0,1}$ and $H_{11}=f_{-1,0}$.

```lean
/-- The function `exp(-1/s²) (p(1/s) cos(2/s) + q(1/s) sin(2/s))` for `s ≠ 0`, with polynomials
`p` and `q`, set to zero at `s = 0`. -/
def flat (p q : ℝ[X]) (s : ℝ) : ℝ :=
  if s = 0 then 0 else Real.exp (-s⁻¹ ^ 2) *
    (p.eval s⁻¹ * Real.cos (2 * s⁻¹) + q.eval s⁻¹ * Real.sin (2 * s⁻¹))
```

A polynomial times a Gaussian is bounded. For a monomial $au^n$, use $|u|^n\le n!\,e^{|u|}$ and $|u|-u^2\le1$ to get
$$|au^n|e^{-u^2}\le |a|\,n!\,e.$$
The triangle inequality extends this to sums, which is the induction in the proof.

```lean
/-- A polynomial times a Gaussian is bounded on the real line. -/
theorem gaussian_bound (p : ℝ[X]) : ∃ K : ℝ, ∀ u : ℝ, |p.eval u| * Real.exp (-u ^ 2) ≤ K := by
  refine Polynomial.induction_on' p (fun p q hp hq => ?_) (fun n a => ?_)
  · obtain ⟨K, hK⟩ := hp
    obtain ⟨L, hL⟩ := hq
    refine ⟨K + L, fun u => ?_⟩
    rw [Polynomial.eval_add]
    have h := mul_le_mul_of_nonneg_right (abs_add_le (p.eval u) (q.eval u))
      (Real.exp_pos (-u ^ 2)).le
    linarith [hK u, hL u]
  · refine ⟨|a| * (n.factorial * Real.exp 1), fun u => ?_⟩
    have h1 : |u| ^ n ≤ n.factorial * Real.exp |u| := by
      have h := Real.pow_div_factorial_le_exp |u| (abs_nonneg u) n
      rwa [div_le_iff₀' (by positivity)] at h
    have h2 : Real.exp |u| * Real.exp (-u ^ 2) ≤ Real.exp 1 := by
      rw [← Real.exp_add]
      apply Real.exp_le_exp.2
      nlinarith [sq_abs u, sq_nonneg (|u| - 1), sq_nonneg |u|]
    rw [Polynomial.eval_monomial, abs_mul, abs_pow, mul_assoc]
    calc |a| * (|u| ^ n * Real.exp (-u ^ 2))
        ≤ |a| * ((n.factorial * Real.exp |u|) * Real.exp (-u ^ 2)) := by gcongr
      _ = |a| * (n.factorial * (Real.exp |u| * Real.exp (-u ^ 2))) := by ring
      _ ≤ _ := by gcongr
```

Applied to $u^2p$ and $u^2q$, this gives constants $K,L$ with $|p(u)|e^{-u^2}\le Ks^2$ and $|q(u)|e^{-u^2}\le Ls^2$. Since sine and cosine are bounded by one, $|f_{p,q}(s)|\le(K+L)s^2$.

```lean
/-- The functions `flat p q` vanish at least quadratically at `s = 0`. -/
theorem flat_bound (p q : ℝ[X]) : ∃ K : ℝ, ∀ s : ℝ, |flat p q s| ≤ K * s ^ 2 := by
  obtain ⟨K, hK⟩ := gaussian_bound (X ^ 2 * p)
  obtain ⟨L, hL⟩ := gaussian_bound (X ^ 2 * q)
  refine ⟨K + L, fun s => ?_⟩
  by_cases hs : s = 0
  · simp [flat, hs]
  have key : ∀ P E M : ℝ, s⁻¹ ^ 2 * P * E ≤ M → P * E ≤ M * s ^ 2 := by
    intro P E M h
    calc P * E = s⁻¹ ^ 2 * P * E * s ^ 2 := by field_simp
      _ ≤ _ := mul_le_mul_of_nonneg_right h (sq_nonneg s)
  have hp := hK s⁻¹
  have hq := hL s⁻¹
  rw [Polynomial.eval_mul, Polynomial.eval_pow, Polynomial.eval_X, abs_mul,
    abs_of_nonneg (sq_nonneg s⁻¹)] at hp hq
  have h1 : |p.eval s⁻¹ * Real.cos (2 * s⁻¹) + q.eval s⁻¹ * Real.sin (2 * s⁻¹)|
      ≤ |p.eval s⁻¹| + |q.eval s⁻¹| := by
    refine (abs_add_le _ _).trans (add_le_add ?_ ?_) <;> rw [abs_mul]
    · exact mul_le_of_le_one_right (abs_nonneg _) (Real.abs_cos_le_one _)
    · exact mul_le_of_le_one_right (abs_nonneg _) (Real.abs_sin_le_one _)
  rw [flat, if_neg hs, abs_mul, abs_of_pos (Real.exp_pos _)]
  have h2 := mul_le_mul_of_nonneg_left h1 (Real.exp_pos (-s⁻¹ ^ 2)).le
  linarith [key _ _ _ hp, key _ _ _ hq]
```

At the origin, $|f_{p,q}(s)/s|\le (K+L)|s|\to0$, so the derivative there is zero. Elsewhere $du/ds=-u^2$, and the product and chain rules give $f_{p,q}'=f_{P,Q}$ with
$$P=-u^2(p'-2up+2q),\qquad Q=-u^2(q'-2uq-2p).$$
In Lean, `squeeze_zero` handles the origin and `comp` supplies the chain rule.

```lean
/-- The derivative of `flat p q` is again of this form, at every real `s` including zero. -/
theorem flat_hasDerivAt (p q : ℝ[X]) (s : ℝ) :
    HasDerivAt (flat p q) (flat (-X ^ 2 * (derivative p - C 2 * X * p + C 2 * q))
      (-X ^ 2 * (derivative q - C 2 * X * q - C 2 * p)) s) s := by
  by_cases hs : s = 0
  · -- at the origin the quadratic bound forces a zero derivative
    subst hs
    obtain ⟨K, hK⟩ := flat_bound p q
    have h0 : ∀ p q : ℝ[X], flat p q 0 = 0 := fun p q => if_pos rfl
    rw [h0, hasDerivAt_iff_tendsto]
    refine squeeze_zero (g := fun s : ℝ => K * |s|) (fun s => by positivity) (fun s => ?_) ?_
    · simp only [h0, sub_zero, smul_zero, Real.norm_eq_abs]
      by_cases hs : s = 0
      · simp [hs]
      rw [inv_mul_le_iff₀ (abs_pos.2 hs)]
      calc |flat p q s| ≤ K * s ^ 2 := hK s
        _ = |s| * (K * |s|) := by rw [← sq_abs]; ring
    · have h : Continuous fun s : ℝ => K * |s| := continuous_const.mul continuous_abs
      simpa using h.tendsto 0
  · -- elsewhere: the chain rule in the variable `u = 1/s`
    have hg : ∀ u : ℝ, HasDerivAt (fun u : ℝ => Real.exp (-u ^ 2) *
        (p.eval u * Real.cos (2 * u) + q.eval u * Real.sin (2 * u)))
        (Real.exp (-u ^ 2) *
          (((derivative p).eval u - 2 * u * p.eval u + 2 * q.eval u) * Real.cos (2 * u) +
          ((derivative q).eval u - 2 * u * q.eval u - 2 * p.eval u) * Real.sin (2 * u))) u := by
      intro u
      have h2 : HasDerivAt (fun u : ℝ => 2 * u) 2 u := by
        simpa using (hasDerivAt_id' u).const_mul (2 : ℝ)
      have he : HasDerivAt (fun u : ℝ => Real.exp (-u ^ 2))
          (Real.exp (-u ^ 2) * (-(2 * u))) u :=
        ((hasDerivAt_pow 2 u).fun_neg.exp).congr_deriv (by norm_num)
      have h := he.fun_mul (((p.hasDerivAt u).fun_mul h2.cos).fun_add
        ((q.hasDerivAt u).fun_mul h2.sin))
      exact h.congr_deriv (by ring)
    have hi : HasDerivAt (fun t : ℝ => t⁻¹) (-(s ^ 2)⁻¹) s := hasDerivAt_inv hs
    have hc := (hg s⁻¹).comp s hi
    refine (hc.congr_of_eventuallyEq ?_).congr_deriv ?_
    · filter_upwards [isOpen_ne.mem_nhds hs] with t ht
      have ht' : t ≠ 0 := ht
      simp only [flat, if_neg ht', Function.comp_apply]
    · simp only [flat, if_neg hs, Polynomial.eval_mul, Polynomial.eval_neg, Polynomial.eval_pow,
        Polynomial.eval_X, Polynomial.eval_add, Polynomial.eval_sub, Polynomial.eval_C]
      ring
```

The derivative has the same form as the function, so induction on $n$, carried out for all $p,q$ at once, gives $n$ continuous derivatives for every $n$. The step `key` then identifies the matrix elements with their $f_{p,q}$.

```lean
/-- Every matrix element of `H(s)` is `n` times continuously differentiable on the whole real
line, for every `n`. -/
theorem hamiltonian_contDiff (n : ℕ) (i j : Fin 2) :
    ContDiff ℝ n (fun s => hamiltonian s i j) := by
  have hflat : ∀ p q : ℝ[X], ContDiff ℝ n (flat p q) := by
    induction n with
    | zero =>
      intro p q
      rw [Nat.cast_zero, contDiff_zero]
      exact continuous_iff_continuousAt.2 fun s => (flat_hasDerivAt p q s).continuousAt
    | succ n ih =>
      intro p q
      have hd : deriv (flat p q) = flat _ _ := funext fun s => (flat_hasDerivAt p q s).deriv
      push_cast
      refine contDiff_succ_iff_deriv.2
        ⟨fun s => (flat_hasDerivAt p q s).differentiableAt, by simp, ?_⟩
      rw [hd]
      exact ih _ _
  have key : ∀ s, hamiltonian s =
      !![flat 1 0 s, flat 0 1 s; flat 0 1 s, flat (-1) 0 s] := by
    intro s
    by_cases hs : s = 0 <;> ext i j <;> fin_cases i <;> fin_cases j <;>
      simp [hamiltonian, flat, hs, div_eq_mul_inv]
  simp only [key]
  fin_cases i <;> fin_cases j
  exacts [hflat 1 0, hflat 0 1, hflat 0 1, hflat (-1) 0]
```

## Ground vectors away from zero

For $s\ne0$, expanding the expectation value gives
$$E=e^{-u^2}\bigl[\cos2u\,(|v_0|^2-|v_1|^2)+2\sin2u\,\mathrm{Re}(v_0^*v_1)\bigr].$$
The double-angle formulas turn this into
$$E=e^{-u^2}\bigl(2|\cos u\,v_0+\sin u\,v_1|^2-|v_0|^2-|v_1|^2\bigr).$$
The auxiliary `gen` is the first line; `linear_combination` completes the second with $\sin^2u+\cos^2u=1$.

```lean
/-- For `s ≠ 0` the energy is `exp(-1/s²) (2 W - N)`, where `W` is the squared modulus of the
component of `v` along `(cos(1/s), sin(1/s))` and `N` is the squared norm of `v`. -/
theorem energy_hamiltonian {s : ℝ} (hs : s ≠ 0) (v : Fin 2 → ℂ) :
    energy (hamiltonian s) v = Real.exp (-1 / s ^ 2) *
      (2 * normSq ((Real.cos (1 / s) : ℂ) * v 0 + (Real.sin (1 / s) : ℂ) * v 1)
        - (normSq (v 0) + normSq (v 1))) := by
  have gen : ∀ a b e : ℝ, energy (e • !![a, b; b, -a]) v =
      e * (a * (normSq (v 0) - normSq (v 1)) +
        2 * b * ((v 0).re * (v 1).re + (v 0).im * (v 1).im)) := by
    intro a b e
    simp [energy, Matrix.mulVec, dotProduct, Fin.sum_univ_two, Complex.normSq_apply]
    ring
  have h2 : 2 / s = 2 * (1 / s) := by ring
  rw [hamiltonian, if_neg hs, gen, h2, Real.cos_two_mul, Real.sin_two_mul]
  simp only [Complex.normSq_apply, Complex.add_re, Complex.add_im, Complex.mul_re,
    Complex.mul_im, Complex.ofReal_re, Complex.ofReal_im]
  linear_combination (-2 * Real.exp (-1 / s ^ 2) *
    ((v 1).re * (v 1).re + (v 1).im * (v 1).im)) * Real.sin_sq_add_cos_sq (1 / s)
```

For unit vectors $E\ge-e^{-u^2}$, with equality exactly when $\cos u\,v_0+\sin u\,v_1=0$. In that case, put $c=-\sin u\,v_0+\cos u\,v_1$. Then $v=c\,g(s)$, and normalisation gives $|c|=1$. Lean obtains the vanishing component by comparing $v$ with $g(s)$; the converse uses the lower bound.

```lean
/-- For `s ≠ 0` the ground vectors of `H(s)` are exactly the phase multiples of
`(-sin(1/s), cos(1/s))`. -/
theorem isGroundVector_iff {s : ℝ} (hs : s ≠ 0) (v : Fin 2 → ℂ) :
    IsGroundVector (hamiltonian s) v ↔ ∃ c : ℂ, normSq c = 1 ∧ v = c • groundVector s := by
  have hcs := Real.sin_sq_add_cos_sq (1 / s)
  have hcsC : (Real.sin (1 / s) : ℂ) ^ 2 + (Real.cos (1 / s) : ℂ) ^ 2 = 1 := by
    rw [← Complex.ofReal_pow, ← Complex.ofReal_pow, ← Complex.ofReal_add, hcs,
      Complex.ofReal_one]
  have hg : ∀ c : ℂ, normSq c = 1 →
      normSq ((c • groundVector s) 0) + normSq ((c • groundVector s) 1) = 1 ∧
      (Real.cos (1 / s) : ℂ) * (c • groundVector s) 0 +
        (Real.sin (1 / s) : ℂ) * (c • groundVector s) 1 = 0 := by
    intro c hc
    have e0 : (c • groundVector s) 0 = c * -(Real.sin (1 / s) : ℂ) := rfl
    have e1 : (c • groundVector s) 1 = c * (Real.cos (1 / s) : ℂ) := rfl
    rw [e0, e1]
    constructor
    · rw [Complex.normSq_mul, Complex.normSq_mul, Complex.normSq_neg, Complex.normSq_ofReal,
        Complex.normSq_ofReal, hc]
      linear_combination hcs
    · ring
  constructor
  · rintro ⟨hv, hmin⟩
    -- comparison with the rotating vector removes the high-energy component
    obtain ⟨h1, h0⟩ := hg 1 (by simp)
    have h := hmin _ h1
    rw [energy_hamiltonian hs, energy_hamiltonian hs, hv, h1, h0, Complex.normSq_zero] at h
    have h' := le_of_mul_le_mul_left h (Real.exp_pos _)
    have hα : (Real.cos (1 / s) : ℂ) * v 0 + (Real.sin (1 / s) : ℂ) * v 1 = 0 :=
      Complex.normSq_eq_zero.1 (le_antisymm (by linarith) (Complex.normSq_nonneg _))
    obtain ⟨c, e0, e1⟩ : ∃ c : ℂ, v 0 = c * -(Real.sin (1 / s) : ℂ) ∧
        v 1 = c * (Real.cos (1 / s) : ℂ) :=
      ⟨-(Real.sin (1 / s) : ℂ) * v 0 + (Real.cos (1 / s) : ℂ) * v 1,
        by linear_combination (Real.cos (1 / s) : ℂ) * hα - v 0 * hcsC,
        by linear_combination (Real.sin (1 / s) : ℂ) * hα - v 1 * hcsC⟩
    refine ⟨c, ?_, ?_⟩
    · rw [e0, e1, Complex.normSq_mul, Complex.normSq_mul, Complex.normSq_neg,
        Complex.normSq_ofReal, Complex.normSq_ofReal] at hv
      linear_combination hv - normSq c * hcs
    · funext i
      fin_cases i
      exacts [e0, e1]
  · rintro ⟨c, hc, rfl⟩
    obtain ⟨h1, h0⟩ := hg c hc
    refine ⟨h1, fun w hw => ?_⟩
    rw [energy_hamiltonian hs, energy_hamiltonian hs, h1, h0, hw, Complex.normSq_zero]
    have hn := Complex.normSq_nonneg
      ((Real.cos (1 / s) : ℂ) * w 0 + (Real.sin (1 / s) : ℂ) * w 1)
    exact mul_le_mul_of_nonneg_left (by linarith) (Real.exp_pos _).le
```

At $s=0$ the energy vanishes identically, so every unit vector is a ground vector. Away from zero, $g(s)$ is a continuous choice, so the obstruction sits at the degeneracy.

```lean
/-- At `s = 0` every unit vector is a ground vector, and away from `s = 0` the vectors
`(-sin(1/s), cos(1/s))` are a continuous choice of ground vectors. -/
theorem ground_vectors_exist :
    (∀ v : Fin 2 → ℂ, normSq (v 0) + normSq (v 1) = 1 → IsGroundVector (hamiltonian 0) v) ∧
    ContinuousOn groundVector {0}ᶜ ∧
    ∀ s : ℝ, s ≠ 0 → IsGroundVector (hamiltonian s) (groundVector s) := by
  refine ⟨fun v hv => ⟨hv, fun w _ => by simp [hamiltonian, energy]⟩, ?_, fun s hs =>
    (isGroundVector_iff hs _).2 ⟨1, by simp, (one_smul ℂ _).symm⟩⟩
  have h : ContinuousOn (fun s : ℝ => 1 / s) {0}ᶜ :=
    continuousOn_const.div continuousOn_id (fun s hs => hs)
  refine continuousOn_pi.2 fun i => ?_
  fin_cases i
  · exact (Complex.continuous_ofReal.comp_continuousOn
      (Real.continuous_sin.comp_continuousOn h)).neg
  · exact Complex.continuous_ofReal.comp_continuousOn (Real.continuous_cos.comp_continuousOn h)
```

## A population without a limit

For any ground vectors $v(s)$ with $s\ne0$, the phase cancels in the population:
$$|v_0(s)|^2=\sin^2(1/s).$$
Along $s_n=1/(\theta+n\pi)$, with $\theta>0$, it stays at $\sin^2\theta$. Taking $\theta=\pi/2$ and $\theta=\pi$ forces any limit $L$ to be both $1$ and $0$. The hypothesis asks for ground vectors only near zero, with zero itself excluded (`𝓝[≠]`), and assumes no continuity.

```lean
/-- For any choice of ground vectors near `s = 0`, the population of the first basis state
has no limit as `s` tends to zero. -/
theorem population_no_limit (v : ℝ → Fin 2 → ℂ)
    (hv : ∀ᶠ s in 𝓝[≠] (0 : ℝ), IsGroundVector (hamiltonian s) (v s)) (L : ℝ) :
    ¬ Tendsto (fun s => normSq (v s 0)) (𝓝[≠] 0) (𝓝 L) := by
  intro hL
  -- the population is `sin²(1/s)`, whatever the phases
  have h : Tendsto (fun s : ℝ => Real.sin (1 / s) ^ 2) (𝓝[≠] 0) (𝓝 L) := by
    refine hL.congr' ?_
    filter_upwards [hv, self_mem_nhdsWithin] with s h hs
    obtain ⟨c, hc, e⟩ := (isGroundVector_iff hs (v s)).1 h
    have e0 : v s 0 = c * -(Real.sin (1 / s) : ℂ) := congrFun e 0
    rw [e0, Complex.normSq_mul, hc, Complex.normSq_neg, Complex.normSq_ofReal]
    ring
  -- along `s = 1/(θ + nπ)` it keeps the value `sin² θ`
  have key : ∀ θ : ℝ, 0 < θ → L = Real.sin θ ^ 2 := by
    intro θ hθ
    have ht : Tendsto (fun n : ℕ => (θ + n * Real.pi)⁻¹) atTop (𝓝[≠] 0) := by
      refine tendsto_nhdsWithin_iff.2 ⟨tendsto_inv_atTop_zero.comp
        (tendsto_atTop_add_const_left _ θ
          (tendsto_natCast_atTop_atTop.atTop_mul_const Real.pi_pos)),
        Eventually.of_forall fun n => ?_⟩
      have hpos : 0 < (θ + n * Real.pi)⁻¹ := by positivity
      exact hpos.ne'
    refine tendsto_nhds_unique (h.comp ht) (tendsto_const_nhds.congr fun n => ?_)
    show Real.sin θ ^ 2 = Real.sin (1 / (θ + n * Real.pi)⁻¹) ^ 2
    rw [one_div, inv_inv, Real.sin_add_nat_mul_pi, mul_pow, ← pow_mul, mul_comm n 2, pow_mul,
      neg_one_sq, one_pow, one_mul]
  have h1 := key (Real.pi / 2) (by positivity)
  have h2 := key Real.pi Real.pi_pos
  rw [Real.sin_pi_div_two] at h1
  rw [Real.sin_pi] at h2
  linarith
```

Suppose now that $v$ is continuous on $(a,b)$, with $a<0<b$, and is a ground vector at each point. Then $|v_0(s)|^2\to|v_0(0)|^2$ as $s\to0$, a contradiction. The theorem joins this to smoothness: `ContDiff ℝ n` holds for each matrix element and every natural $n$, and no continuous `v` exists on any such `Set.Ioo a b`. Because `v` is complex, all phase choices are included, not only signs.

```lean
/-- The Hamiltonian `H(s)` is continuously differentiable to every order, yet on no open interval
containing `s = 0` is there a continuous choice of unit ground vectors. -/
theorem smooth_hamiltonian_without_continuous_ground_vector :
    (∀ (n : ℕ) (i j : Fin 2), ContDiff ℝ n (fun s => hamiltonian s i j)) ∧
    ∀ a b : ℝ, a < 0 → 0 < b → ¬ ∃ v : ℝ → Fin 2 → ℂ, ContinuousOn v (Set.Ioo a b) ∧
      ∀ s ∈ Set.Ioo a b, IsGroundVector (hamiltonian s) (v s) := by
  refine ⟨hamiltonian_contDiff, ?_⟩
  rintro a b ha hb ⟨v, hc, hg⟩
  have hn : Set.Ioo a b ∈ 𝓝 (0 : ℝ) := Ioo_mem_nhds ha hb
  -- continuity of the vector would give the population a limit
  have hN := (Complex.continuous_normSq.tendsto _).comp
    (tendsto_pi_nhds.1 (hc.continuousAt hn).tendsto 0)
  exact population_no_limit v
    ((Filter.eventually_of_mem hn hg).filter_mono nhdsWithin_le_nhds) _
    (hN.mono_left nhdsWithin_le_nhds)

end

end DiscontinuousGroundStates
```

The theorem concerns this family alone: $\mathrm{diag}(s^2,-s^2)$ is also degenerate at zero, yet has the constant ground vector $(0,1)$. Nor is a rapid rotation needed to lose continuity: at the plain crossing $\mathrm{diag}(s,-s)$ the ground vector jumps, up to phases, from $(1,0)$ for $s<0$ to $(0,1)$ for $s>0$. There the population $|v_0|^2$ is constant on each side, whereas here it equals $\sin^2(1/s)$ and has no limit even from one side. The result would apply to a molecule or solid whose two lowest states formed a block, decoupled from the rest, with this $H(s)$ as its Hamiltonian in a fixed basis; no such system is derived here.

```lean
#print axioms DiscontinuousGroundStates.ground_vectors_exist
#print axioms DiscontinuousGroundStates.smooth_hamiltonian_without_continuous_ground_vector
```

```
'DiscontinuousGroundStates.ground_vectors_exist' depends on axioms: [propext, Classical.choice, Quot.sound]
'DiscontinuousGroundStates.smooth_hamiltonian_without_continuous_ground_vector' depends on axioms: [propext, Classical.choice, Quot.sound]
```
